# In finite dimension, the line barycentre of a nonzero state is its energy expectation value

Let V be a finite-dimensional complex inner-product space. The inner product ⟨u, v⟩ is linear in v and conjugate-linear in u. The Hamiltonian H is a linear operator on V with an orthonormal basis of eigenstates b_k and real energies E_k:

H b_k = E_k b_k.

A probe state w, not necessarily normalised, gives line k the strength

s_k = |⟨b_k, w⟩|².

In an absorption problem w can be the transition operator applied to the normalised initial state; s_k is then the squared transition amplitude, without the energy-dependent prefactors of a measured intensity. The E_k are then final-state energies: for an initial eigenstate of energy E_init the transition energies are E_k − E_init, and their weighted mean is shifted by the same constant. The barycentre is the strength-weighted mean energy,

B = (Σ_k s_k E_k) / (Σ_k s_k).

In crystal-field theory, "barycentre rule" usually refers to the degeneracy-weighted mean of the levels of a split shell, which a traceless field leaves in place. The rule below concerns a single probe state and weights each level by its overlap with that state.

## The barycentre from a complete set of eigenstates

The claim is that for w ≠ 0 the total strength is positive and

B = ⟨w, H w⟩ / ‖w‖².

Expand w in eigenstates and let H act on each term:

w = Σ_j ⟨b_j, w⟩ b_j

H w = Σ_j ⟨b_j, w⟩ E_j b_j.

Taking the inner product with b_k leaves only the term j = k:

⟨b_k, H w⟩ = E_k ⟨b_k, w⟩.

This holds for every vector, so it can be applied to Hⁿ w in place of w. Induction on n then gives

⟨b_k, Hⁿ w⟩ = E_kⁿ ⟨b_k, w⟩.

Now insert a complete set of eigenstates:

⟨w, Hⁿ w⟩ = Σ_k ⟨w, b_k⟩ ⟨b_k, Hⁿ w⟩ = Σ_k s_k E_kⁿ.

For n = 0 this is Parseval's identity, Σ_k s_k = ‖w‖², which is positive when w ≠ 0. For n = 1 it is the numerator of B. Their quotient is the claim.

## Spread and shift of the lines

For a real reference energy c, consider the residual r = H w − c w. Its amplitudes are

⟨b_k, r⟩ = (E_k − c) ⟨b_k, w⟩,

and Parseval's identity applied to r gives

Σ_k s_k (E_k − c)² = ‖H w − c w‖².

With c = B, the left side vanishes exactly when H w = B w. For w ≠ 0 the normalised variance of the lines is this sum divided by ‖w‖².

Suppose next that H = H₀ + W and H₀ w = e w with e real. Then

⟨w, H w⟩ = e ‖w‖² + ⟨w, W w⟩,

and division by ‖w‖² gives

B = e + ⟨w, W w⟩ / ‖w‖².

The shift has the form of the first-order perturbation energy, but for the barycentre it is exact, whatever the size of W. A coupling with zero expectation value in w can split and move the individual lines while their barycentre stays at e.

## States, strengths and barycentre in Lean

The eigenstates are labelled by a finite type `ι`. An orthonormal basis with finitely many members makes V finite-dimensional.

```lean
import Mathlib

open scoped InnerProductSpace

namespace SpectralBarycentre

noncomputable section

variable {ι V : Type*} [Fintype ι] [NormedAddCommGroup V] [InnerProductSpace ℂ V]
```

The strength is a real number, the squared modulus of a complex overlap. Nothing is divided by ‖w‖² here; the normalised weight of line k is s_k/‖w‖².

```lean
/-- The strength of line `k` for the probe state `w`: the squared modulus of the overlap
of `w` with the eigenstate `b k`. -/
def lineStrength (b : OrthonormalBasis ι ℂ V) (w : V) (k : ι) : ℝ :=
  ‖⟪b k, w⟫_ℂ‖ ^ 2
```

The barycentre takes the basis, the energies and the probe state as separate arguments. The definition alone does not tie `E` to a Hamiltonian; the theorems do that through a hypothesis.

```lean
/-- The barycentre of the spectrum: the mean of the energies `E k` weighted by the
line strengths. -/
def barycentre (b : OrthonormalBasis ι ℂ V) (E : ι → ℝ) (w : V) : ℝ :=
  (∑ k, lineStrength b w k * E k) / ∑ k, lineStrength b w k
```

`H : V →ₗ[ℂ] V` is a complex-linear operator on V. The total strength is Mathlib's form of Parseval's identity.

```lean
variable {b : OrthonormalBasis ι ℂ V} {E : ι → ℝ} {H : V →ₗ[ℂ] V}

/-- The line strengths add up to the squared norm of the probe state. -/
theorem total_strength (b : OrthonormalBasis ι ℂ V) (w : V) :
    ∑ k, lineStrength b w k = ‖w‖ ^ 2 :=
  b.sum_sq_norm_inner_right w
```

## Amplitudes and moments

The hypothesis `hE` is the eigenvalue equation H b_k = E_k b_k. Since `E` is real-valued and `b` is orthonormal, it already implies that H is symmetric. In the proof, `hw` is the expansion of H w found above, and `inner_right_fintype` uses orthonormality to select one coefficient.

```lean
/-- The Hamiltonian multiplies the amplitude of a state along the eigenstate `b k`
by the energy `E k`. -/
theorem amplitude_apply (hE : ∀ k, H (b k) = (E k : ℂ) • b k) (w : V) (k : ι) :
    ⟪b k, H w⟫_ℂ = (E k : ℂ) * ⟪b k, w⟫_ℂ := by
  -- expand the state in eigenstates and let the Hamiltonian act term by term
  have hw : H w = ∑ j, (⟪b j, w⟫_ℂ * (E j : ℂ)) • b j := by
    conv_lhs => rw [← b.sum_repr' w]
    simp only [map_sum, map_smul, hE, smul_smul]
  rw [hw, b.orthonormal.inner_right_fintype, mul_comm]
```

The next theorem gives all moments of the line spectrum. The left side is a real sum regarded as a complex number, so the equation also says that ⟨w, Hⁿ w⟩ is real. The auxiliary statement `hpow` is the induction on n, the rewrite with `sum_inner_mul_inner` inserts the complete set, and `hs` identifies ⟨w, b_k⟩⟨b_k, w⟩ with the strength.

```lean
/-- The `n`-th moment of the line spectrum is the expectation value of the `n`-th power
of the Hamiltonian in the (unnormalised) probe state. -/
theorem spectral_moment (hE : ∀ k, H (b k) = (E k : ℂ) • b k) (w : V) (n : ℕ) :
    ((∑ k, lineStrength b w k * E k ^ n : ℝ) : ℂ) = ⟪w, (H ^ n) w⟫_ℂ := by
  have hpow : ∀ k, ⟪b k, (H ^ n) w⟫_ℂ = (E k : ℂ) ^ n * ⟪b k, w⟫_ℂ := by
    intro k
    induction n with
    | zero => simp
    | succ n ih =>
      rw [pow_succ', Module.End.mul_apply, amplitude_apply hE, ih]
      ring
  -- insert a complete set of eigenstates
  rw [← b.sum_inner_mul_inner w ((H ^ n) w), Complex.ofReal_sum]
  refine Finset.sum_congr rfl fun k _ => ?_
  have hs : ((lineStrength b w k : ℝ) : ℂ) = ⟪w, b k⟫_ℂ * ⟪b k, w⟫_ℂ := by
    rw [← inner_conj_symm w (b k), Complex.conj_mul', lineStrength, Complex.ofReal_pow]
  rw [hpow, Complex.ofReal_mul, Complex.ofReal_pow, hs]
  ring
```

## The barycentre rule

The conclusion has two parts: the total strength is positive, and the barycentre equals the normalised expectation value. The first part makes the quotient a genuine weighted mean. It follows from Parseval's identity and w ≠ 0; the second part is the moment formula at n = 1 divided by the total strength.

```lean
/-- Barycentre rule: for a nonzero probe state the total line strength is positive, and the
strength-weighted mean energy is the normalised expectation value of the Hamiltonian. -/
theorem spectral_barycentre (hE : ∀ k, H (b k) = (E k : ℂ) • b k) {w : V} (hw : w ≠ 0) :
    0 < ∑ k, lineStrength b w k ∧
      (barycentre b E w : ℂ) = ⟪w, H w⟫_ℂ / (‖w‖ : ℂ) ^ 2 := by
  constructor
  · rw [total_strength]
    exact pow_pos (norm_pos_iff.mpr hw) 2
  · -- the first moment divided by the total strength
    have h1 := spectral_moment hE w 1
    simp only [pow_one] at h1
    rw [barycentre, total_strength, Complex.ofReal_div, h1, Complex.ofReal_pow]
```

The second version starts from a symmetric operator, ⟨H u, v⟩ = ⟨u, H v⟩ for all u and v. The spectral theorem supplies `eigenvectorBasis` and `eigenvalues`, and `apply_eigenvectorBasis` is the eigenvalue equation that the previous theorem needs. The number `n` is now the dimension of V, not the order of a moment.

```lean
/-- The barycentre rule for any symmetric Hamiltonian on a finite-dimensional space, with the
eigenstates and energies given by the spectral theorem. -/
theorem spectral_barycentre_of_isSymmetric [FiniteDimensional ℂ V] (hH : H.IsSymmetric)
    {n : ℕ} (hn : Module.finrank ℂ V = n) {w : V} (hw : w ≠ 0) :
    0 < ∑ k, lineStrength (hH.eigenvectorBasis hn) w k ∧
      (barycentre (hH.eigenvectorBasis hn) (hH.eigenvalues hn) w : ℂ) =
        ⟪w, H w⟫_ℂ / (‖w‖ : ℂ) ^ 2 :=
  spectral_barycentre (fun k => hH.apply_eigenvectorBasis hn k) hw
```

Both versions concern discrete lines in a finite-dimensional space. Continuous spectra and unbounded Hamiltonians are not treated.

## Second moment and spread

The proof first rewrites the right side as the total strength of the residual H w − c w. It then compares the two sums line by line, using the amplitude formula.

```lean
/-- The second moment of the line spectrum about a reference energy `c` is the squared norm
of `H w - c w`. -/
theorem second_moment_about (hE : ∀ k, H (b k) = (E k : ℂ) • b k) (w : V) (c : ℝ) :
    ∑ k, lineStrength b w k * (E k - c) ^ 2 = ‖H w - (c : ℂ) • w‖ ^ 2 := by
  -- the right-hand side is the total strength of the residual vector
  rw [← total_strength b (H w - (c : ℂ) • w)]
  refine Finset.sum_congr rfl fun k _ => ?_
  unfold lineStrength
  rw [inner_sub_right, inner_smul_right, amplitude_apply hE, ← sub_mul, norm_mul, mul_pow,
    ← Complex.ofReal_sub, Complex.norm_real, Real.norm_eq_abs, sq_abs]
  ring
```

A squared norm is zero only for the zero vector, which turns the second-moment formula into a criterion for zero spread. The criterion includes w = 0, where both sides hold whatever value the barycentre is given.

```lean
/-- The spread of the lines about their barycentre vanishes exactly when the Hamiltonian
multiplies the probe state by the barycentre energy. -/
theorem spread_eq_zero_iff (hE : ∀ k, H (b k) = (E k : ℂ) • b k) (w : V) :
    ∑ k, lineStrength b w k * (E k - barycentre b E w) ^ 2 = 0 ↔
      H w = (barycentre b E w : ℂ) • w := by
  rw [second_moment_about hE, pow_eq_zero_iff two_ne_zero, norm_eq_zero, sub_eq_zero]
```

## Adding a coupling

Here `hE` says that the basis diagonalises the full operator H₀ + W, while `h₀` says that the probe state is an eigenstate of H₀. The proof applies the barycentre rule to H₀ + W and splits the expectation value into its two terms.

```lean
/-- If the probe state is an eigenstate of `H₀` with energy `e`, the lines of `H₀ + W` have
their barycentre at `e` plus the normalised expectation value of `W`. -/
theorem barycentre_shift {H₀ W : V →ₗ[ℂ] V} (hE : ∀ k, (H₀ + W) (b k) = (E k : ℂ) • b k)
    {w : V} (hw : w ≠ 0) {e : ℝ} (h₀ : H₀ w = (e : ℂ) • w) :
    (barycentre b E w : ℂ) = (e : ℂ) + ⟪w, W w⟫_ℂ / (‖w‖ : ℂ) ^ 2 := by
  have hn : (‖w‖ : ℂ) ≠ 0 := Complex.ofReal_ne_zero.mpr (norm_ne_zero_iff.mpr hw)
  have hs : ⟪w, w⟫_ℂ = (‖w‖ : ℂ) ^ 2 := inner_self_eq_norm_sq_to_K w
  rw [(spectral_barycentre hE hw).2, LinearMap.add_apply, h₀, inner_add_right,
    inner_smul_right, hs, add_div, mul_div_cancel_right₀ _ (pow_ne_zero 2 hn)]
```

The last theorem compares the barycentre with e. Since ‖w‖² is nonzero, the shift vanishes exactly when ⟨w, W w⟩ does.

```lean
/-- A coupling `W` leaves the barycentre at the unperturbed energy `e` of the probe state
exactly when the expectation value of `W` in that state is zero. -/
theorem barycentre_unshifted_iff {H₀ W : V →ₗ[ℂ] V}
    (hE : ∀ k, (H₀ + W) (b k) = (E k : ℂ) • b k)
    {w : V} (hw : w ≠ 0) {e : ℝ} (h₀ : H₀ w = (e : ℂ) • w) :
    barycentre b E w = e ↔ ⟪w, W w⟫_ℂ = 0 := by
  have hn : (‖w‖ : ℂ) ≠ 0 := Complex.ofReal_ne_zero.mpr (norm_ne_zero_iff.mpr hw)
  rw [← Complex.ofReal_inj, barycentre_shift hE hw h₀, add_eq_left, div_eq_zero_iff,
    or_iff_left (pow_ne_zero 2 hn)]

end

end SpectralBarycentre
```

```lean
#print axioms SpectralBarycentre.spectral_barycentre
-- 'SpectralBarycentre.spectral_barycentre' depends on axioms: [propext, Classical.choice, Quot.sound]
#print axioms SpectralBarycentre.spectral_barycentre_of_isSymmetric
-- 'SpectralBarycentre.spectral_barycentre_of_isSymmetric' depends on axioms: [propext, Classical.choice, Quot.sound]
#print axioms SpectralBarycentre.spread_eq_zero_iff
-- 'SpectralBarycentre.spread_eq_zero_iff' depends on axioms: [propext, Classical.choice, Quot.sound]
#print axioms SpectralBarycentre.barycentre_unshifted_iff
-- 'SpectralBarycentre.barycentre_unshifted_iff' depends on axioms: [propext, Classical.choice, Quot.sound]
```

## Non-orthogonal eigenvectors

Real eigenvalues and a basis of normalised eigenvectors are not enough if the eigenvectors fail to be orthogonal. On ℂ² take

H (x, y) = (y, y).

The normalised eigenvectors are (1, 0) with energy 0 and (1, 1)/√2 with energy 1. For w = (1, 0) the squared overlaps are 1 and 1/2, so their weighted mean energy is

(1 · 0 + ½ · 1) / (1 + ½) = 1/3.

But H w = 0, so the expectation value is 0. This H is not symmetric.

## The barycentre in a numerical calculation

For a Hermitian matrix H in an orthonormal basis, a diagonalisation routine returns the energies E_k and a unitary matrix U whose columns are the eigenvectors. The amplitudes are the entries a_k of the vector a = U†w, and the rule reads

Σ_k |a_k|² E_k / Σ_k |a_k|² = w†H w / w†w.

The right side needs one matrix-vector product and no diagonalisation, so it provides an inexpensive check on a computed stick spectrum within the chosen finite basis. In a Lanczos calculation started from w, it is the first diagonal coefficient of the tridiagonal matrix.

The sum in the rule runs over all lines, and leaving out a line with nonzero strength can change the mean. For H = diag(0, 1) and w = (1, 1), both strengths are 1 and the barycentre is 1/2; if the upper line is left out, the computed mean is 0. A spectrum truncated to the lowest few eigenstates can therefore fail the check even when every line in it is correct.
